# The trace of a Hermitian $n\times n$ matrix lies within $2\sqrt n\,\|X^2-X\|_F$ of its number of eigenvalues above 1/2

Density-matrix purification drives an approximate one-particle density matrix $X$ towards a projector, whose eigenvalues, the occupations, are all 0 or 1. In an orthonormal basis of $n$ spin orbitals, the trace of that projector is the number of electrons. Suppose that a calculation stops earlier, once the idempotency error $\|X^2-X\|_F$ is below some small tolerance; this is one possible stopping rule among several. The occupations are then only close to 0 or 1, and the trace need not be an integer. How far can it be from the electron count that rounding the occupations would give, and does the answer depend on the size of the system?

## From one occupation to the whole trace

Let $X$ be Hermitian with eigenvalues $x_1,\dots,x_n$. Put $r_i=1$ if $x_i>1/2$ and $r_i=0$ otherwise, and let $N=\sum_i r_i$. With $\|A\|_F=\sqrt{\sum_{ij}|A_{ij}|^2}$, the claim is

$$|\operatorname{Tr}X-N|\le 2\sqrt n\,\|X^2-X\|_F .$$

Start with a single occupation $x$ and its rounded value $r$, and write $|x^2-x|=|x|\,|x-1|$. If $x>1/2$, then $|x|>1/2$, so $|x-1|\le 2|x|\,|x-1|$. If $x\le 1/2$, then $|x-1|\ge 1/2$, so $|x|\le 2|x|\,|x-1|$. In both cases $|x-r|\le 2|x^2-x|$.

Next, diagonalise: $X=UDU^\dagger$ with $D=\operatorname{diag}(x_i)$. Then $X^2-X=UEU^\dagger$ with $E=D^2-D$. Since $\|A\|_F^2=\operatorname{Tr}AA^\dagger$ and the trace is cyclic,

$$\|X^2-X\|_F^2=\operatorname{Tr}E^2=\sum_i(x_i^2-x_i)^2 .$$

The trace is the sum of the eigenvalues, so $\operatorname{Tr}X-N=\sum_i(x_i-r_i)$. The triangle inequality, the bound for one occupation and Cauchy-Schwarz give

$$|\operatorname{Tr}X-N|\le\sum_i|x_i-r_i|\le 2\sum_i|x_i^2-x_i|\le 2\sqrt n\,\|X^2-X\|_F .$$

## At fixed tolerance, equal occupations make the error grow as √n

Cauchy-Schwarz loses nothing when all terms are equal, which suggests the matrix $X=x\mathbf 1$ with $0\le x\le 1/2$. Its count is $N=0$, its trace is $nx$, and its idempotency error is $\sqrt n\,(x-x^2)$. At $x=1/2$ the count error is $n/2$ and the bound is $2\sqrt n\cdot\sqrt n/4=n/2$, so the constant 2 is attained. This case is far from convergence: when every occupation is close to 0 or 1, $|x-r|$ is close to $|x^2-x|$, and the factor 2 can be replaced by one close to 1.

Now fix a tolerance $\tau$ with $0\le 4\tau\le\sqrt n$. For $n\ge1$ set $d=\tau/\sqrt n\le 1/4$ and take the smaller root of $x-x^2=d$,

$$x=\tfrac12\left(1-\sqrt{1-4d}\right).$$

The idempotency error is then exactly $\tau$. Because $x\ge x-x^2=d$, the count error is $nx\ge nd=\sqrt n\,\tau$. For $n=0$ the condition forces $\tau=0$, and both errors vanish. The example has $N=0$, but adding orbitals with occupation exactly 1 raises the trace and $N$ equally and leaves both errors unchanged.

For one-particle density matrices in a finite orthonormal basis, a fixed Frobenius tolerance therefore guarantees only that the trace is within an error of order $\sqrt n$ of the rounded count $N$; a tolerance proportional to $1/\sqrt n$ keeps the guarantee the same for all sizes.

## Matrices, norm and count in Lean

The field `𝕜` is $\mathbb R$ or $\mathbb C$, so real symmetric matrices are included as the Hermitian matrices over $\mathbb R$. The type `n` labels the orbitals, and `Fintype.card n` is the dimension.

```lean
import Mathlib

open Matrix

namespace PurificationElectronCount

noncomputable section

variable {𝕜 n : Type*} [RCLike 𝕜] [Fintype n] [DecidableEq n]
```

The Frobenius norm is written out from the matrix entries.

```lean
/-- The Frobenius norm of a matrix: the root of the sum of its squared entry moduli. -/
def frob (A : Matrix n n 𝕜) : ℝ := √(∑ i, ∑ j, ‖A i j‖ ^ 2)
```

The count depends on a proof `hX` that the matrix is Hermitian, because `hX.eigenvalues` is the list of real eigenvalues which that proof supplies. Degenerate levels count with their multiplicity, and an occupation of exactly 1/2 is rounded down.

```lean
/-- The number of eigenvalues (occupations) above 1/2, counted with multiplicity. -/
def electronCount {X : Matrix n n 𝕜} (hX : X.IsHermitian) : ℕ :=
  (Finset.univ.filter fun i => 1 / 2 < hX.eigenvalues i).card
```

The matrix $x\mathbf 1$ gets a name for the examples.

```lean
/-- The matrix `x · 1`, in which every orbital has the same occupation `x`. -/
def uniformOcc (𝕜 n : Type*) [RCLike 𝕜] [DecidableEq n] (x : ℝ) : Matrix n n 𝕜 :=
  (x : 𝕜) • (1 : Matrix n n 𝕜)
```

## The upper bound

The bound for one occupation holds for every real $x$, so occupations below 0 or above 1 are allowed. `split_ifs` separates the two cases, and `nlinarith` multiplies the lower bound on one factor by the other factor.

```lean
/-- An occupation `x` differs from its rounded value, 1 above 1/2 and 0 otherwise,
by at most `2 |x² - x|`. -/
theorem rounding_error_le (x : ℝ) :
    |x - (if 1 / 2 < x then 1 else 0)| ≤ 2 * |x ^ 2 - x| := by
  have hfac : |x ^ 2 - x| = |x| * |x - 1| := by
    rw [← abs_mul]
    congr 1
    ring
  rw [hfac]
  split_ifs with h
  · have h1 : 1 / 2 < |x| := lt_of_lt_of_le h (le_abs_self x)
    nlinarith [abs_nonneg (x - 1)]
  · have h1 : 1 / 2 ≤ |x - 1| := by
      have := neg_le_abs (x - 1)
      linarith
    rw [sub_zero]
    nlinarith [abs_nonneg x]
```

Mathlib's spectral theorem is restated as a product of three matrices.

```lean
/-- A Hermitian matrix is brought to the diagonal matrix of its eigenvalues by a unitary. -/
theorem spectral_form {X : Matrix n n 𝕜} (hX : X.IsHermitian) :
    ∃ U : Matrix n n 𝕜, star U * U = 1 ∧
      X = U * diagonal (fun i => (hX.eigenvalues i : 𝕜)) * star U := by
  refine ⟨hX.eigenvectorUnitary, Unitary.coe_star_mul_self _, ?_⟩
  have h := hX.spectral_theorem
  rw [Unitary.conjStarAlgAut_apply] at h
  exact h
```

In the next proof, `hA` is $X^2-X=UEU^\dagger$, `hT` is the cyclic-trace step, and `hF` identifies the squared Frobenius norm with $\operatorname{Tr}AA^\dagger$. The traces lie in `𝕜` while the norm is real, so the two sides are compared after embedding the reals in `𝕜`.

```lean
/-- For Hermitian `X`, the idempotency error `‖X² - X‖` in the Frobenius norm is the
Euclidean norm of the numbers `x² - x`, with `x` running over the eigenvalues. -/
theorem frob_idempotency {X : Matrix n n 𝕜} (hX : X.IsHermitian) :
    frob (X * X - X) = √(∑ i, (hX.eigenvalues i ^ 2 - hX.eigenvalues i) ^ 2) := by
  obtain ⟨U, hU, hs⟩ := spectral_form hX
  let D : Matrix n n 𝕜 := diagonal (fun i => (hX.eigenvalues i : 𝕜))
  let E : Matrix n n 𝕜 :=
    diagonal (fun i => ((hX.eigenvalues i ^ 2 - hX.eigenvalues i : ℝ) : 𝕜))
  have hs' : U * D * star U = X := hs.symm
  have hE : D * D - D = E := by
    simp only [D, E, diagonal_mul_diagonal, diagonal_sub]
    congr 1
    funext i
    push_cast
    ring
  -- the idempotency error is diagonal in the eigenbasis
  have hA : X * X - X = U * E * star U := by
    calc X * X - X = (U * D * star U) * (U * D * star U) - U * D * star U := by rw [hs']
      _ = U * D * (star U * U) * D * star U - U * D * star U := by noncomm_ring
      _ = U * (D * D - D) * star U := by rw [hU]; noncomm_ring
      _ = U * E * star U := by rw [hE]
  have hH : (X * X - X)ᴴ = X * X - X := by
    rw [conjTranspose_sub, conjTranspose_mul, hX.eq]
  have hT : ((X * X - X) * (X * X - X)ᴴ).trace = (E * E).trace := by
    rw [hH, hA]
    calc ((U * E * star U) * (U * E * star U)).trace
        = (U * E * (star U * U) * E * star U).trace := by congr 1; noncomm_ring
      _ = (star U * (U * E * (star U * U) * E)).trace := trace_mul_comm _ _
      _ = ((star U * U) * E * (star U * U) * E).trace := by congr 1; noncomm_ring
      _ = (E * E).trace := by rw [hU, one_mul, mul_one]
  -- the squared Frobenius norm is the trace of A Aᴴ
  have hF (A : Matrix n n 𝕜) :
      ((∑ i, ∑ j, ‖A i j‖ ^ 2 : ℝ) : 𝕜) = (A * Aᴴ).trace := by
    simp [Matrix.trace, Matrix.mul_apply, RCLike.mul_conj]
  unfold frob
  congr 1
  apply RCLike.ofReal_injective (K := 𝕜)
  rw [hF, hT]
  simp only [E, diagonal_mul_diagonal, trace_diagonal]
  push_cast
  exact Finset.sum_congr rfl fun i _ => by ring
```

The count becomes a sum of zeros and ones, which is subtracted from the sum of the eigenvalues.

```lean
/-- For Hermitian `X`, the trace minus the electron count is the sum of the rounding errors
of the eigenvalues. -/
theorem trace_sub_count {X : Matrix n n 𝕜} (hX : X.IsHermitian) :
    X.trace - (electronCount hX : 𝕜) =
      ((∑ i, (hX.eigenvalues i - if 1 / 2 < hX.eigenvalues i then 1 else 0) : ℝ) : 𝕜) := by
  have hN : (∑ i, if 1 / 2 < hX.eigenvalues i then (1 : ℝ) else 0) = electronCount hX := by
    rw [Finset.sum_boole, electronCount]
  rw [Finset.sum_sub_distrib, hN, hX.trace_eq_sum_eigenvalues, RCLike.ofReal_sub,
    RCLike.ofReal_sum, RCLike.ofReal_natCast]
```

The main theorem has Hermiticity as its only hypothesis on $X$. The bars on its left side are the absolute value in `𝕜`. The step `hcs` is Cauchy-Schwarz, and the `calc` block is the chain of inequalities derived above.

```lean
/-- For every Hermitian `n × n` matrix `X`, the trace differs from the number of eigenvalues
above 1/2 by at most `2 √n` times the Frobenius norm of `X² - X`. -/
theorem electron_count_error_le {X : Matrix n n 𝕜} (hX : X.IsHermitian) :
    ‖X.trace - (electronCount hX : 𝕜)‖ ≤ 2 * √(Fintype.card n) * frob (X * X - X) := by
  rw [trace_sub_count, RCLike.norm_ofReal, frob_idempotency hX]
  -- Cauchy-Schwarz over the n eigenvalues
  have hcs : ∑ i, |hX.eigenvalues i ^ 2 - hX.eigenvalues i| ≤
      √(Fintype.card n) * √(∑ i, (hX.eigenvalues i ^ 2 - hX.eigenvalues i) ^ 2) := by
    rw [← Real.sqrt_mul (Nat.cast_nonneg _)]
    refine (le_abs_self _).trans (Real.abs_le_sqrt ?_)
    have h := sq_sum_le_card_mul_sum_sq (s := (Finset.univ : Finset n))
      (f := fun i => |hX.eigenvalues i ^ 2 - hX.eigenvalues i|)
    simpa only [sq_abs, Finset.card_univ] using h
  calc |∑ i, (hX.eigenvalues i - if 1 / 2 < hX.eigenvalues i then 1 else 0)|
      ≤ ∑ i, |hX.eigenvalues i - if 1 / 2 < hX.eigenvalues i then 1 else 0| :=
        Finset.abs_sum_le_sum_abs _ _
    _ ≤ ∑ i, 2 * |hX.eigenvalues i ^ 2 - hX.eigenvalues i| :=
        Finset.sum_le_sum fun i _ => rounding_error_le _
    _ = 2 * ∑ i, |hX.eigenvalues i ^ 2 - hX.eigenvalues i| := by rw [Finset.mul_sum]
    _ ≤ _ := by linarith
```

The integer $N$ here is read off from $X$ itself. If an occupation has crossed 1/2 during the iteration, $N$ may differ from the number of electrons intended, and the theorem does not detect this.

## The uniform matrix and the lower bound

For real $x$ the uniform matrix is Hermitian.

```lean
omit [Fintype n] in
/-- The uniform matrix `x · 1` with real `x` is Hermitian. -/
theorem uniformOcc_isHermitian (x : ℝ) : (uniformOcc 𝕜 n x).IsHermitian := by
  simp [Matrix.IsHermitian, uniformOcc, conjTranspose_smul]
```

Its two errors follow from the lemmas above once every eigenvalue is known to be $x$. This is `hev`: undoing the diagonalisation gives $D=U^\dagger(x\mathbf 1)U=x\mathbf 1$, and the diagonal entries are compared.

```lean
/-- For `0 ≤ x ≤ 1/2`, the uniform matrix `x · 1` has idempotency error `√n (x - x²)`
and electron-count error `n x`. -/
theorem uniformOcc_errors {x : ℝ} (h0 : 0 ≤ x) (h1 : x ≤ 1 / 2) :
    frob (uniformOcc 𝕜 n x * uniformOcc 𝕜 n x - uniformOcc 𝕜 n x) =
        √(Fintype.card n) * (x - x ^ 2) ∧
      ‖(uniformOcc 𝕜 n x).trace - (electronCount (uniformOcc_isHermitian (𝕜 := 𝕜) (n := n) x) : 𝕜)‖
        = Fintype.card n * x := by
  have hX := uniformOcc_isHermitian (𝕜 := 𝕜) (n := n) x
  -- every eigenvalue equals x
  have hev (i : n) : hX.eigenvalues i = x := by
    obtain ⟨U, hU, hs⟩ := spectral_form hX
    let D : Matrix n n 𝕜 := diagonal (fun i => (hX.eigenvalues i : 𝕜))
    have hs' : U * D * star U = uniformOcc 𝕜 n x := hs.symm
    have hD : D = (x : 𝕜) • (1 : Matrix n n 𝕜) := by
      calc D = (star U * U) * D * (star U * U) := by rw [hU, one_mul, mul_one]
        _ = star U * (U * D * star U) * U := by noncomm_ring
        _ = (x : 𝕜) • (1 : Matrix n n 𝕜) := by
          rw [hs', uniformOcc, Matrix.mul_smul, Matrix.smul_mul, mul_one, hU]
    have h := congrFun (congrFun hD i) i
    simp only [D, diagonal_apply_eq, Matrix.smul_apply, one_apply_eq, smul_eq_mul,
      mul_one] at h
    exact RCLike.ofReal_injective h
  constructor
  · rw [frob_idempotency hX]
    simp only [hev, Finset.sum_const, Finset.card_univ, nsmul_eq_mul]
    rw [Real.sqrt_mul (Nat.cast_nonneg _), Real.sqrt_sq_eq_abs, abs_sub_comm,
      abs_of_nonneg (by nlinarith)]
  · rw [trace_sub_count, RCLike.norm_ofReal]
    simp only [hev, if_neg (not_lt_of_ge h1), sub_zero, Finset.sum_const, Finset.card_univ,
      nsmul_eq_mul]
    exact abs_of_nonneg (by positivity)
```

Setting $x=1/2$ gives equality in the main bound for every dimension.

```lean
/-- The uniform matrix with all occupations 1/2 attains equality in the bound
`2 √n ‖X² - X‖` on the electron-count error, in every dimension `n`. -/
theorem electron_count_error_sharp :
    ‖(uniformOcc 𝕜 n (1 / 2)).trace -
        (electronCount (uniformOcc_isHermitian (𝕜 := 𝕜) (n := n) (1 / 2)) : 𝕜)‖ =
      2 * √(Fintype.card n) *
        frob (uniformOcc 𝕜 n (1 / 2) * uniformOcc 𝕜 n (1 / 2) - uniformOcc 𝕜 n (1 / 2)) := by
  obtain ⟨hf, hc⟩ := uniformOcc_errors (𝕜 := 𝕜) (n := n) (x := 1 / 2) (by norm_num) le_rfl
  rw [hf, hc]
  have hn : √(Fintype.card n : ℝ) * √(Fintype.card n : ℝ) = Fintype.card n :=
    Real.mul_self_sqrt (Nat.cast_nonneg _)
  linear_combination (-1 / 2 : ℝ) * hn
```

The last theorem states the growth at fixed tolerance. Its proof first obtains $d$, treating $\sqrt n=0$ separately, then the smaller root $x$, and finishes with $x\ge d$. The theorem says that such a matrix exists; whether a particular purification scheme would stop at one is a different question.

```lean
/-- For every tolerance `τ` with `0 ≤ 4 τ ≤ √n`, some Hermitian `n × n` matrix has idempotency
error exactly `τ` and an electron-count error of at least `√n τ`. -/
theorem electron_count_error_growth {τ : ℝ} (h0 : 0 ≤ τ) (h1 : 4 * τ ≤ √(Fintype.card n)) :
    ∃ (X : Matrix n n 𝕜) (hX : X.IsHermitian), frob (X * X - X) = τ ∧
      √(Fintype.card n) * τ ≤ ‖X.trace - (electronCount hX : 𝕜)‖ := by
  have hs : 0 ≤ √(Fintype.card n : ℝ) := Real.sqrt_nonneg _
  have hn : √(Fintype.card n : ℝ) * √(Fintype.card n : ℝ) = Fintype.card n :=
    Real.mul_self_sqrt (Nat.cast_nonneg _)
  -- d is the required value of x - x² for each orbital
  obtain ⟨d, hd0, hd1, hd⟩ : ∃ d : ℝ, 0 ≤ d ∧ 4 * d ≤ 1 ∧ √(Fintype.card n : ℝ) * d = τ := by
    rcases hs.eq_or_lt with h | h
    · exact ⟨0, le_rfl, by norm_num, by linarith⟩
    · refine ⟨τ / √(Fintype.card n : ℝ), by positivity, ?_, mul_div_cancel₀ _ h.ne'⟩
      rw [← mul_div_assoc]
      exact (div_le_one h).mpr h1
  have hr0 : 0 ≤ √(1 - 4 * d) := Real.sqrt_nonneg _
  have hr : √(1 - 4 * d) ^ 2 = 1 - 4 * d := Real.sq_sqrt (by linarith)
  have hr1 : √(1 - 4 * d) ≤ 1 := by nlinarith
  -- the smaller root of x - x² = d
  obtain ⟨x, hx0, hx1, hx⟩ : ∃ x : ℝ, 0 ≤ x ∧ x ≤ 1 / 2 ∧ x - x ^ 2 = d :=
    ⟨(1 - √(1 - 4 * d)) / 2, by linarith, by linarith, by linear_combination (-1 / 4 : ℝ) * hr⟩
  obtain ⟨hf, hc⟩ := uniformOcc_errors (𝕜 := 𝕜) (n := n) hx0 hx1
  refine ⟨uniformOcc 𝕜 n x, uniformOcc_isHermitian x, by rw [hf, hx, hd], ?_⟩
  rw [hc, ← hd, ← mul_assoc, hn]
  exact mul_le_mul_of_nonneg_left (by nlinarith [sq_nonneg x]) (Nat.cast_nonneg _)

end

end PurificationElectronCount
```

```lean
#print axioms PurificationElectronCount.electron_count_error_le
#print axioms PurificationElectronCount.electron_count_error_sharp
#print axioms PurificationElectronCount.electron_count_error_growth
```

```
'PurificationElectronCount.electron_count_error_le' depends on axioms: [propext, Classical.choice, Quot.sound]
'PurificationElectronCount.electron_count_error_sharp' depends on axioms: [propext, Classical.choice, Quot.sound]
'PurificationElectronCount.electron_count_error_growth' depends on axioms: [propext, Classical.choice, Quot.sound]
```
